# The two-band Kerr function changes sign exactly once, between 0.70 and 0.75 of the band gap

An intense beam with photon energy well below a semiconductor's gap tends to focus itself; closer to the gap it can defocus instead. In a two-parabolic-band model that derives the Kerr effect from two-photon absorption alone, the nonlinear refractive index is a positive prefactor times

\[
G(x)=\frac{B(x)+2\max(1-2x,0)^{3/2}}{64x^6},\qquad
B(x)=-2+6x-3x^2-x^3-\tfrac34x^4-\tfrac34x^5,
\]

where \(x\) is the photon energy divided by the gap. Plots show a finite static value and one sign change near \(x=0.74\). But the formula has \(x^6\) in its denominator, and a plot doesn't exclude a second zero. Can both facts be proved, and the proof checked in Lean?

## A polynomial below half the gap, a quintic above it

Yes. For \(0<x\le\tfrac12\), put \(s=\sqrt{1-2x}\) and \(w=1/(1+s)\). Then \(2x=(1-s)(1+s)\), so the denominator is \((1-s)^6(1+s)^6\). Substituting \(x=(1-s^2)/2\) in the numerator gives

\[
B(x)+2s^3=\frac{(1-s)^6}{128}\left[3(1+s)^4+6(1+s)^3+6(1+s)^2-8\right].
\]

The factor \((1-s)^6\) cancels, and with it the apparent pole:

\[
G=P(w)=\frac{3w^2+6w^3+6w^4-8w^6}{128}.
\]

As \(x\to0^+\), \(w\to\tfrac12\) and \(G\to P(\tfrac12)=7/512\). At \(x=\tfrac12\), \(w=1\) and \(G=7/128\), four times the static value. In between,

\[
P'(w)=\frac{6w\,(1+3w+4w^2-8w^4)}{128}>0\qquad(0<w<1),
\]

because \(w^4\) is below \(1\), \(w\) and \(w^2\). Since \(w\) grows with \(x\), so does \(G\); and \(G=P(w)>P(0)=0\).

For \(x\ge\tfrac12\) the root term vanishes and \(G\) has the sign of \(B\). With \(x=\tfrac12+t\),

\[
B=\tfrac{7}{128}+\tfrac{105}{64}t-\tfrac{105}{16}t^2-\tfrac{35}{8}t^3-\tfrac{21}{8}t^4-\tfrac34t^5.
\]

For \(0\le t\le\tfrac15\), the bounds \(t^k\le t/5^{k-1}\) leave a positive coefficient of \(t\), so \(B>0\) up to \(x=0.7\). For \(0.7\le x<y\), \(B(x)-B(y)\) equals \(y-x\) times

\[
-6+3(x+y)+(x^2+xy+y^2)+\tfrac34(x^3+x^2y+xy^2+y^3)+\tfrac34(x^4+x^3y+x^2y^2+xy^3+y^4).
\]

The terms through third order already add up to at least \(-6+4.2+1.47+1.029>0\), so \(B\) decreases strictly. As \(B(\tfrac34)<0\), there is one zero \(x_0\), with \(0.7<x_0<0.75\).

## The Kerr function and its sign in Lean

`kerrShape` is \(G\), `kerrBackground` is \(B\), `edgeVariable` is \(w\) and `kerrPoly` is \(P\). The filter `𝓝[>] 0` in `kerrShape_static_limit` means that \(x\) approaches zero through positive values. `kerrShape_sign_change` gives an \(x_0\) in the open interval such that, for every \(x>0\), \(G\) is positive, zero or negative exactly when \(x<x_0\), \(x=x_0\) or \(x>x_0\).

The formula for \(G\) is a definition here, not derived from the band model. The theorem covers all \(x>0\), although the model is meant for light below the gap.

The exponent needs its type, `(3 / 2 : ℝ)`. Without it, Lean reads `3 / 2` as a natural-number division with result 1, and the resulting function diverges at \(x\to0^+\).

```lean
import Mathlib

open Filter Topology Set

namespace KerrDispersion

noncomputable section

/-- The polynomial part of the numerator of the Kerr function; `x` is the photon energy
divided by the band gap. -/
def kerrBackground (x : ℝ) : ℝ :=
  -2 + 6 * x - 3 * x ^ 2 - x ^ 3 - 3 / 4 * x ^ 4 - 3 / 4 * x ^ 5

/-- The Kerr function, the dispersion shape of the nonlinear refractive index, for a photon
energy `x > 0` in units of the band gap. -/
def kerrShape (x : ℝ) : ℝ :=
  (kerrBackground x + 2 * (max (1 - 2 * x) 0) ^ (3 / 2 : ℝ)) / (64 * x ^ 6)

/-- The variable `w = 1 / (1 + √(1 - 2x))`, for photon energies `x ≤ 1/2` up to the
two-photon edge. -/
def edgeVariable (x : ℝ) : ℝ := 1 / (1 + √(1 - 2 * x))

/-- The polynomial in `w` that represents the Kerr function below the two-photon edge. -/
def kerrPoly (w : ℝ) : ℝ := (3 * w ^ 2 + 6 * w ^ 3 + 6 * w ^ 4 - 8 * w ^ 6) / 128

/-- For `0 < x ≤ 1/2` the Kerr function is a polynomial in `w = 1 / (1 + √(1 - 2x))`, namely
`kerrPoly w`. -/
theorem kerrShape_below_edge {x : ℝ} (h0 : 0 < x) (h1 : x ≤ 1 / 2) :
    kerrShape x = kerrPoly (edgeVariable x) := by
  have hy : 0 ≤ 1 - 2 * x := by linarith
  have hpow : (1 - 2 * x) ^ (3 / 2 : ℝ) = √(1 - 2 * x) ^ 3 := by
    rw [Real.sqrt_eq_rpow, ← Real.rpow_natCast, ← Real.rpow_mul hy]
    norm_num
  have hsq : √(1 - 2 * x) ^ 2 = 1 - 2 * x := Real.sq_sqrt hy
  have hne : 1 + √(1 - 2 * x) ≠ 0 := by positivity
  have hw : edgeVariable x * (1 + √(1 - 2 * x)) = 1 := by
    unfold edgeVariable
    exact div_mul_cancel₀ 1 hne
  unfold kerrShape
  rw [max_eq_left hy, hpow, div_eq_iff (by positivity)]
  generalize edgeVariable x = w at hw ⊢
  generalize √(1 - 2 * x) = s at hsq hw ⊢
  have hx : x = (1 - s ^ 2) / 2 := by linarith
  -- clear the powers of `w` with `w (1 + s) = 1`
  have key : (3 * w ^ 2 + 6 * w ^ 3 + 6 * w ^ 4 - 8 * w ^ 6) * (1 + s) ^ 6
      = 3 * (1 + s) ^ 4 + 6 * (1 + s) ^ 3 + 6 * (1 + s) ^ 2 - 8 := by
    calc _ = 3 * (w * (1 + s)) ^ 2 * (1 + s) ^ 4 + 6 * (w * (1 + s)) ^ 3 * (1 + s) ^ 3
          + 6 * (w * (1 + s)) ^ 4 * (1 + s) ^ 2 - 8 * (w * (1 + s)) ^ 6 := by ring
      _ = _ := by rw [hw]; ring
  -- the numerator carries the factor `(1 - s) ^ 6`
  unfold kerrBackground kerrPoly
  rw [hx]
  linear_combination (-(1 - s) ^ 6 / 128) * key

/-- The polynomial representing the Kerr function is strictly increasing for `0 ≤ w ≤ 1`. -/
theorem kerrPoly_strictMonoOn : StrictMonoOn kerrPoly (Icc 0 1) := by
  have hc : Continuous kerrPoly := by
    unfold kerrPoly
    fun_prop
  refine strictMonoOn_of_deriv_pos (convex_Icc 0 1) hc.continuousOn ?_
  intro w hw
  rw [interior_Icc] at hw
  have hd : HasDerivAt kerrPoly
      ((6 * w + 18 * w ^ 2 + 24 * w ^ 3 - 48 * w ^ 5) / 128) w := by
    have h := (((((hasDerivAt_pow 2 w).const_mul (3 : ℝ)).fun_add
      ((hasDerivAt_pow 3 w).const_mul (6 : ℝ))).fun_add
      ((hasDerivAt_pow 4 w).const_mul (6 : ℝ))).fun_sub
      ((hasDerivAt_pow 6 w).const_mul (8 : ℝ))).div_const 128
    exact h.congr_deriv (by norm_num; ring)
  rw [hd.deriv]
  -- powers of `w < 1` decrease with the exponent
  have a0 : w ^ 4 < 1 := pow_lt_one₀ hw.1.le hw.2 (by norm_num)
  have a1 : w ^ 4 ≤ w := by
    simpa using pow_le_pow_of_le_one hw.1.le hw.2.le (show 1 ≤ 4 by norm_num)
  have a2 : w ^ 4 ≤ w ^ 2 := pow_le_pow_of_le_one hw.1.le hw.2.le (by norm_num)
  have hp : 0 < w * (1 + 3 * w + 4 * w ^ 2 - 8 * w ^ 4) := mul_pos hw.1 (by linarith)
  nlinarith [hp]

/-- The Kerr function tends to `7/512` as the photon energy tends to zero from above. -/
theorem kerrShape_static_limit : Tendsto kerrShape (𝓝[>] 0) (𝓝 (7 / 512)) := by
  have hne : ∀ x : ℝ, 1 + √(1 - 2 * x) ≠ 0 := fun x => by positivity
  have hw : Continuous edgeVariable := by
    unfold edgeVariable
    exact continuous_const.div (by fun_prop) hne
  have hp : Continuous kerrPoly := by
    unfold kerrPoly
    fun_prop
  have h0 : kerrPoly (edgeVariable 0) = 7 / 512 := by
    norm_num [kerrPoly, edgeVariable]
  have ht : Tendsto (fun x => kerrPoly (edgeVariable x)) (𝓝 0) (𝓝 (7 / 512)) := by
    rw [← h0]
    exact (hp.comp hw).tendsto 0
  refine (ht.mono_left nhdsWithin_le_nhds).congr' ?_
  filter_upwards [Ioc_mem_nhdsGT (show (0 : ℝ) < 1 / 2 by norm_num)] with x hx
  exact (kerrShape_below_edge hx.1 hx.2).symm

/-- The Kerr function increases strictly with photon energy up to half the band gap. -/
theorem kerrShape_strictMonoOn : StrictMonoOn kerrShape (Ioc 0 (1 / 2)) := by
  have hmem : ∀ x : ℝ, edgeVariable x ∈ Icc (0 : ℝ) 1 := by
    intro x
    have hs := Real.sqrt_nonneg (1 - 2 * x)
    unfold edgeVariable
    exact ⟨by positivity, (div_le_one (by positivity)).2 (by linarith)⟩
  intro x hx y hy hxy
  rw [kerrShape_below_edge hx.1 hx.2, kerrShape_below_edge hy.1 hy.2]
  refine kerrPoly_strictMonoOn (hmem x) (hmem y) ?_
  have hs : √(1 - 2 * y) < √(1 - 2 * x) :=
    Real.sqrt_lt_sqrt (by linarith [hy.2]) (by linarith)
  unfold edgeVariable
  exact one_div_lt_one_div_of_lt (by positivity) (by linarith)

/-- From half the band gap upwards only the polynomial part of the numerator remains. -/
theorem kerrShape_above_edge {x : ℝ} (h : 1 / 2 ≤ x) :
    kerrShape x = kerrBackground x / (64 * x ^ 6) := by
  unfold kerrShape
  rw [max_eq_right (by linarith), Real.zero_rpow (by norm_num), mul_zero, add_zero]

/-- At half the band gap the Kerr function equals `7/128`, four times `7/512`. -/
theorem kerrShape_half_gap : kerrShape (1 / 2) = 4 * (7 / 512) := by
  rw [kerrShape_above_edge le_rfl]
  norm_num [kerrBackground]

/-- The polynomial part of the numerator decreases strictly for photon energies from `0.7`
of the gap upwards. -/
theorem kerrBackground_strictAntiOn : StrictAntiOn kerrBackground (Ici (7 / 10)) := by
  intro x hx y hy hxy
  have hx' : 7 / 10 ≤ x := hx
  have hy' : 7 / 10 ≤ y := hy
  have px : 0 < x := by linarith
  have py : 0 < y := by linarith
  have x2 : (7 / 10 : ℝ) ^ 2 ≤ x ^ 2 := by gcongr
  have y2 : (7 / 10 : ℝ) ^ 2 ≤ y ^ 2 := by gcongr
  have x3 : (7 / 10 : ℝ) ^ 3 ≤ x ^ 3 := by gcongr
  have y3 : (7 / 10 : ℝ) ^ 3 ≤ y ^ 3 := by gcongr
  have xy : (7 / 10 : ℝ) * (7 / 10) ≤ x * y := by gcongr
  have c3 : 0 < x ^ 2 * y + x * y ^ 2 := by positivity
  have c4 : 0 < x ^ 4 + x ^ 3 * y + x ^ 2 * y ^ 2 + x * y ^ 3 + y ^ 4 := by positivity
  -- the difference `kerrBackground x - kerrBackground y`, in factored form, is positive
  have hq : 0 < (y - x) * (-6 + 3 * (x + y) + (x ^ 2 + x * y + y ^ 2)
      + 3 / 4 * (x ^ 3 + (x ^ 2 * y + x * y ^ 2) + y ^ 3)
      + 3 / 4 * (x ^ 4 + x ^ 3 * y + x ^ 2 * y ^ 2 + x * y ^ 3 + y ^ 4)) :=
    mul_pos (by linarith) (by norm_num at x2 y2 x3 y3 xy; linarith)
  unfold kerrBackground
  linarith

/-- The Kerr function has exactly one zero at positive photon energy, between `0.7` and `0.75`
of the band gap; it is positive below this zero and negative above it. -/
theorem kerrShape_sign_change : ∃ x₀ ∈ Ioo (7 / 10 : ℝ) (3 / 4), ∀ x : ℝ, 0 < x →
    (0 < kerrShape x ↔ x < x₀) ∧ (kerrShape x = 0 ↔ x = x₀) ∧
    (kerrShape x < 0 ↔ x₀ < x) := by
  have hc : Continuous kerrBackground := by
    unfold kerrBackground
    fun_prop
  obtain ⟨x₀, hx₀, hz⟩ := intermediate_value_Ioo' (show (7 / 10 : ℝ) ≤ 3 / 4 by norm_num)
    hc.continuousOn (show (0 : ℝ) ∈ Ioo (kerrBackground (3 / 4)) (kerrBackground (7 / 10)) by
      constructor <;> norm_num [kerrBackground])
  have hzero : kerrShape x₀ = 0 := by
    rw [kerrShape_above_edge (by linarith [hx₀.1]), hz, zero_div]
  have hpos : ∀ x : ℝ, 0 < x → x < x₀ → 0 < kerrShape x := by
    intro x h0 hx
    rcases le_total x (1 / 2) with h | h
    · -- below the two-photon edge: compare with `w = 0`
      have hs := Real.sqrt_nonneg (1 - 2 * x)
      have hw : 0 < edgeVariable x := by unfold edgeVariable; positivity
      have hw1 : edgeVariable x ≤ 1 := by
        unfold edgeVariable
        exact (div_le_one (by positivity)).2 (by linarith)
      have hm := kerrPoly_strictMonoOn ⟨le_rfl, zero_le_one⟩ ⟨hw.le, hw1⟩ hw
      have hk : kerrPoly 0 = 0 := by norm_num [kerrPoly]
      rw [kerrShape_below_edge h0 h]
      linarith
    · rw [kerrShape_above_edge h]
      refine div_pos ?_ (by positivity)
      rcases le_total x (7 / 10) with h' | h'
      · -- expand about half the gap, with `t = x - 1/2` at most `1/5`
        obtain ⟨t, rfl⟩ : ∃ t, x = 1 / 2 + t := ⟨x - 1 / 2, by ring⟩
        have t0 : 0 ≤ t := by linarith
        have t1 : t ≤ 1 / 5 := by linarith
        have t2 : t * t ≤ t * (1 / 5) := by gcongr
        have t3 : t * t ^ 2 ≤ t * (1 / 5) ^ 2 := by gcongr
        have t4 : t * t ^ 3 ≤ t * (1 / 5) ^ 3 := by gcongr
        have t5 : t * t ^ 4 ≤ t * (1 / 5) ^ 4 := by gcongr
        unfold kerrBackground
        nlinarith [t0, t2, t3, t4, t5]
      · have := kerrBackground_strictAntiOn h' hx₀.1.le hx
        linarith
  have hneg : ∀ x : ℝ, x₀ < x → kerrShape x < 0 := by
    intro x hx
    have h7 : 7 / 10 < x := hx₀.1.trans hx
    have h0 : 0 < x := by linarith
    have := kerrBackground_strictAntiOn hx₀.1.le h7.le hx
    rw [kerrShape_above_edge (by linarith)]
    exact div_neg_of_neg_of_pos (by linarith) (by positivity)
  refine ⟨x₀, hx₀, fun x h0 => ?_⟩
  rcases lt_trichotomy x x₀ with h | h | h
  · have hp := hpos x h0 h
    exact ⟨iff_of_true hp h, iff_of_false hp.ne' h.ne, iff_of_false hp.not_gt h.not_gt⟩
  · subst h
    simp [hzero]
  · have hn := hneg x h
    exact ⟨iff_of_false hn.not_gt h.not_gt, iff_of_false hn.ne h.ne', iff_of_true hn h⟩

end

end KerrDispersion
```

```lean
#print axioms KerrDispersion.kerrShape_static_limit
-- 'KerrDispersion.kerrShape_static_limit' depends on axioms: [propext, Classical.choice, Quot.sound]
#print axioms KerrDispersion.kerrShape_strictMonoOn
-- 'KerrDispersion.kerrShape_strictMonoOn' depends on axioms: [propext, Classical.choice, Quot.sound]
#print axioms KerrDispersion.kerrShape_half_gap
-- 'KerrDispersion.kerrShape_half_gap' depends on axioms: [propext, Classical.choice, Quot.sound]
#print axioms KerrDispersion.kerrShape_sign_change
-- 'KerrDispersion.kerrShape_sign_change' depends on axioms: [propext, Classical.choice, Quot.sound]
```

## From the cancelled pole to the single zero

The proof turns on `linear_combination` in `kerrShape_below_edge`. First, `generalize` replaces the root and `edgeVariable x` by plain variables `s` and `w`, keeping the relation \(w(1+s)=1\). The equation `key` uses it to clear the powers of \(w\). The last line multiplies `key` by \(-(1-s)^6/128\), and what remains is a polynomial identity in \(s\) and \(w\), which `ring` verifies. The factorisation is thus supplied and checked, not searched for.

`kerrPoly_strictMonoOn` is the derivative argument, which `kerrShape_strictMonoOn` carries over to \(x\). The static limit follows from continuity of \(P(w(x))\) at zero, transferred to \(G\) on \((0,\tfrac12]\).

`kerrShape_above_edge` removes the root term, and `kerrShape_half_gap` evaluates the result at \(x=\tfrac12\). `kerrBackground_strictAntiOn` is the factored difference. In the final theorem, `intermediate_value_Ioo'` supplies \(x_0\), `hpos` and `hneg` settle the two sides, and `lt_trichotomy` assembles the equivalences.

Within this two-band model, \(x_0\) separates self-focusing from self-defocusing, and \(P(w)\) lets a simulation evaluate \(G\) at small \(x\) without the severe cancellation in the original numerator.
